# Real rotation generators on the d functions: antisymmetric matrices whose squares sum to −6

To evaluate the d part of a spin–orbit effective core potential, a program that works with real d functions can use a small table of numbers: the matrix elements of the angular momentum between the real d functions on the atom that carries the potential. The d term of such a potential can be written as

$$
\xi(r)\sum_{i,j} |Y_i\rangle\,\langle Y_i|\,\mathbf L\cdot\mathbf S\,|Y_j\rangle\,\langle Y_j| ,
$$

where $\xi(r)$ is a radial function, $Y_0,\dots,Y_4$ are the normalised real d harmonics, $\mathbf L$ is the orbital angular momentum and $\mathbf S$ the spin. The table is the orbital part of the middle factor. It is the same for every element, and it is restricted to one electron and one shell, $l=2$, about one centre.

With $L_k=-i\hbar A_k$, where $k$ runs over the Cartesian components, the real operators are

$$
A_x=y\,\partial_z-z\,\partial_y,\qquad A_y=z\,\partial_x-x\,\partial_z,\qquad A_z=x\,\partial_y-y\,\partial_x .
$$

They will act on the five polynomials

$$
d_0=xy,\quad d_1=yz,\quad d_2=zx,\quad d_3=\frac{x^2-y^2}{2},\quad d_4=\frac{2z^2-x^2-y^2}{2\sqrt3}.
$$

The claim is that each $A_k$ maps the span of these functions into itself, that its matrix in them is antisymmetric, and that $A_x^2+A_y^2+A_z^2=-6$ on the span. The last statement is $L^2=6\hbar^2=l(l+1)\hbar^2$ for $l=2$.

The $d_j$ are orthogonal on the unit sphere and have a common norm there, with $Y_j=\sqrt{15/(4\pi)}\,d_j$. A common factor leaves the matrices unchanged, so the orbital matrix elements are $\langle Y_i|L_k|Y_j\rangle=-i\hbar\,M_k(i,j)$, where $M_k(i,j)$ is the coefficient of $d_i$ in $A_kd_j$.

## Differentiating the five functions

Each entry below follows from the product rule.

| | $A_x$ | $A_y$ | $A_z$ |
|---|---|---|---|
| $d_0$ | $-d_2$ | $d_1$ | $2d_3$ |
| $d_1$ | $-d_3-\sqrt3\,d_4$ | $-d_0$ | $d_2$ |
| $d_2$ | $d_0$ | $-d_3+\sqrt3\,d_4$ | $-d_1$ |
| $d_3$ | $d_1$ | $d_2$ | $-2d_0$ |
| $d_4$ | $\sqrt3\,d_1$ | $-\sqrt3\,d_2$ | $0$ |

The entries with two terms come from differences of squares. For instance,

$$
A_x(yz)=y^2-z^2=-\frac{x^2-y^2}{2}-\frac{2z^2-x^2-y^2}{2}=-d_3-\sqrt3\,d_4 .
$$

Every entry is a combination of the $d_i$, so the span is preserved. Antisymmetry is visible in pairs: $A_x$ sends $d_4$ to $\sqrt3\,d_1$, and $d_1$ contains $-\sqrt3\,d_4$ in its image; $A_z$ sends $d_0$ to $2d_3$ and $d_3$ to $-2d_0$. The other pairs behave in the same way. The scaling matters here. With $x^2-y^2$ in place of $d_3$, the last pair of coefficients would be $1$ and $-4$.

Applying each operator a second time gives the squares.

| | $A_x^2$ | $A_y^2$ | $A_z^2$ |
|---|---|---|---|
| $d_0$ | $-d_0$ | $-d_0$ | $-4d_0$ |
| $d_1$ | $-4d_1$ | $-d_1$ | $-d_1$ |
| $d_2$ | $-d_2$ | $-4d_2$ | $-d_2$ |
| $d_3$ | $-d_3-\sqrt3\,d_4$ | $-d_3+\sqrt3\,d_4$ | $-4d_3$ |
| $d_4$ | $-\sqrt3\,d_3-3d_4$ | $\sqrt3\,d_3-3d_4$ | $0$ |

Each row adds up to $-6d_j$. The terms that mix $d_3$ and $d_4$ cancel between $A_x^2$ and $A_y^2$. Linearity extends the result to the span.

## The same sum for any degree

Write $x_0,x_1,x_2$ for $x,y,z$ and $\partial_i$ for the derivative with respect to $x_i$. Let $r^2=\sum_i x_i^2$, $\Delta=\sum_i\partial_i^2$ and $E=\sum_i x_i\partial_i$. Summing over all ordered pairs counts each rotation plane twice, so

$$
\sum_k A_k^2=\frac12\sum_{i,j}(x_i\partial_j-x_j\partial_i)^2=\sum_{i,j}\bigl(x_i\partial_jx_i\partial_j-x_i\partial_jx_j\partial_i\bigr).
$$

In the first term the outer derivative acts on $x_i$ as well as on what follows, which gives

$$
\sum_{i,j}x_i(\delta_{ij}+x_i\partial_j)\partial_j=E+r^2\Delta .
$$

The second gives

$$
\sum_{i,j}x_i(1+x_j\partial_j)\partial_i=3E+\sum_{i,j}x_ix_j\partial_j\partial_i=3E+(E^2-E)=E^2+2E,
$$

because $E^2=E+\sum_{i,j}x_ix_j\partial_i\partial_j$. Subtracting,

$$
A_x^2+A_y^2+A_z^2=r^2\Delta-E^2-E .
$$

If $p$ is homogeneous of degree $l$, Euler's identity says $Ep=lp$, and therefore

$$
\sum_kA_k^2p=r^2\Delta p-l(l+1)p .
$$

The left side equals $-l(l+1)p$ exactly when $r^2\Delta p=0$. A product of two polynomials vanishes only if one of them does, and $r^2$ is not zero, so the condition is $\Delta p=0$. For $l=0$ it holds for every constant. For $l=2$ it fails for $r^2$ itself, which has degree 2 but the angular dependence of an s function: the $A_k$ annihilate it.

## Operators, functions and matrices in Lean

```lean
import Mathlib

open MvPolynomial Matrix

namespace DShellSpinOrbit

noncomputable section
```

The functions are real polynomials in three variables, numbered 0, 1, 2 for $x$, $y$, $z$. They are formal polynomials, so differentiation is algebraic and involves no limit.

```lean
/-- Real polynomials in the Cartesian coordinates x, y, z, numbered 0, 1, 2. -/
abbrev Poly := MvPolynomial (Fin 3) ℝ
```

A `Derivation` is a linear map that obeys the product rule. `rot i j` is $x_i\partial_j-x_j\partial_i$, with `pderiv` for the partial derivative.

```lean
/-- The generator of rotations in the plane of coordinates i and j: `x_i ∂_j - x_j ∂_i`. -/
def rot (i j : Fin 3) : Derivation ℝ Poly Poly :=
  (X i : Poly) • pderiv j - (X j : Poly) • pderiv i
```

The three operators are collected in one family: `A 0`, `A 1` and `A 2` are $A_x$, $A_y$ and $A_z$. They are real; the factor $-i\hbar$ has to be supplied to obtain $\mathbf L$.

```lean
/-- The three real angular momentum operators `A_x = y ∂_z - z ∂_y` and cyclic. -/
def A : Fin 3 → Derivation ℝ Poly Poly := ![rot 1 2, rot 2 0, rot 0 1]
```

The next three definitions are $\Delta$, $E$ and $r^2$.

```lean
/-- The Laplacian of a polynomial. -/
def laplacian (p : Poly) : Poly := ∑ i, pderiv i (pderiv i p)

/-- The Euler operator `x ∂_x + y ∂_y + z ∂_z`. -/
def euler (p : Poly) : Poly := ∑ i, X i * pderiv i p

/-- The squared distance from the origin, `x² + y² + z²`. -/
def rSq : Poly := ∑ i, X i ^ 2
```

The functions $d_0,\dots,d_4$ are `dOrb 0` to `dOrb 4`, in the order used above. No radial function is attached to them.

```lean
/-- The d functions xy, yz, zx, (x² - y²)/2 and (2z² - x² - y²)/(2√3). -/
def dOrb : Fin 5 → Poly :=
  ![X 0 * X 1, X 1 * X 2, X 2 * X 0,
    (1 / 2 : ℝ) • (X 0 ^ 2 - X 1 ^ 2),
    (1 / (2 * √3) : ℝ) • ((2 : ℝ) • X 2 ^ 2 - X 0 ^ 2 - X 1 ^ 2)]
```

The matrices are given explicitly. The entry `M k i j` is $M_k(i,j)$, so the image of $d_j$ stands in column $j$. Reading rows as columns would reverse the sign of all three matrices, and with it the sign of the spin–orbit term.

```lean
/-- The angular factors: three real 5×5 matrices, one for each Cartesian component. -/
def M : Fin 3 → Matrix (Fin 5) (Fin 5) ℝ :=
  ![!![0, 0, 1, 0, 0; 0, 0, 0, 1, √3; -1, 0, 0, 0, 0; 0, -1, 0, 0, 0; 0, -√3, 0, 0, 0],
    !![0, -1, 0, 0, 0; 1, 0, 0, 0, 0; 0, 0, 0, 1, -√3; 0, 0, -1, 0, 0; 0, 0, √3, 0, 0],
    !![0, 0, 0, -2, 0; 0, 0, -1, 0, 0; 0, 1, 0, 0, 0; 2, 0, 0, 0, 0; 0, 0, 0, 0, 0]]
```

## The operator identity and harmonic polynomials

The first lemma writes out the action of a rotation generator on a polynomial.

```lean
lemma rot_apply (i j : Fin 3) (p : Poly) :
    rot i j p = X i * pderiv j p - X j * pderiv i p := by
  simp only [rot, Derivation.sub_apply, Derivation.smul_apply, smul_eq_mul]
```

The next theorem is $\partial_i\partial_j=\partial_j\partial_i$. The expansion by hand did not use it, because renaming the summation indices was enough there; the Lean proof of `sum_A_sq` uses it to put mixed derivatives in a fixed order. The commutator of two derivations is a derivation, and a derivation of the polynomial ring is fixed by its values on the coordinates (`derivation_ext`). On a coordinate the first derivative gives 0 or 1, and the second removes it, so the commutator is zero.

```lean
/-- Partial derivatives of a polynomial commute. -/
theorem pderiv_swap (i j : Fin 3) (p : Poly) :
    pderiv i (pderiv j p) = pderiv j (pderiv i p) := by
  -- the commutator is a derivation that vanishes on the coordinates
  have h : ⁅(pderiv i : Derivation ℝ Poly Poly), (pderiv j : Derivation ℝ Poly Poly)⁆ =
      (0 : Derivation ℝ Poly Poly) := by
    apply MvPolynomial.derivation_ext
    intro k
    rw [Derivation.commutator_apply, pderiv_X, pderiv_X]
    simp only [Pi.single_apply]
    split_ifs <;> simp
  have h' := congrArg (fun D : Derivation ℝ Poly Poly => D p) h
  simp only [Derivation.commutator_apply, Derivation.zero_apply] at h'
  exact sub_eq_zero.mp h'
```

The theorem `sum_A_sq` states the operator identity for every polynomial $p$, with no condition on its degree. The call to `simp` applies the product rule throughout and puts mixed derivatives in a fixed order by means of `pderiv_swap`. What remains is an identity between polynomial expressions, which `ring` settles.

```lean
/-- On every polynomial, `A_x² + A_y² + A_z² = r² Δ - E² - E`, with E the Euler operator. -/
theorem sum_A_sq (p : Poly) :
    ∑ k, A k (A k p) = rSq * laplacian p - euler (euler p) - euler p := by
  simp [Fin.sum_univ_three, A, rot_apply, rSq, laplacian, euler, Derivation.leibniz,
    pderiv_X, Pi.single_apply, pderiv_swap 1 0 p, pderiv_swap 2 0 p, pderiv_swap 2 1 p]
  ring
```

The hypothesis `p.IsHomogeneous l` says that every monomial in $p$ has total degree $l$. Under it, the theorem below gives the equivalence between the eigenvalue equation and $\Delta p=0$, for every natural number $l$.

In the proof, `e` is Euler's identity, `e2` is the linearity of $E$ that is needed for $E^2p$, and `key` is the formula $\sum_kA_k^2p=r^2\Delta p-l(l+1)p$. The step `r0` shows that $r^2$ is not the zero polynomial, since its value at $(1,1,1)$ is 3. In the forward direction the terms in $l(l+1)p$ cancel and `mul_eq_zero` removes the factor $r^2$; the reverse direction is substitution.

```lean
/-- A homogeneous polynomial of degree l satisfies `(A_x² + A_y² + A_z²) p = -l(l+1) p`
exactly when it is harmonic. -/
theorem sum_A_sq_eq_iff_harmonic {l : ℕ} {p : Poly} (hp : p.IsHomogeneous l) :
    ∑ k, A k (A k p) = (-((l : ℝ) * (l + 1))) • p ↔ laplacian p = 0 := by
  -- the Euler operator measures the degree
  have e : euler p = (l : ℝ) • p := by
    rw [euler, hp.sum_X_mul_pderiv, Nat.cast_smul_eq_nsmul]
  have e2 : euler ((l : ℝ) • p) = (l : ℝ) • euler p := by
    simp only [euler, Derivation.map_smul, mul_smul_comm, Finset.smul_sum]
  have key : ∑ k, A k (A k p) = rSq * laplacian p - ((l : ℝ) * (l + 1)) • p := by
    rw [sum_A_sq, e, e2, e]
    module
  have r0 : rSq ≠ 0 := by
    intro h
    have h1 := congrArg (eval fun _ => (1 : ℝ)) h
    norm_num [rSq, Fin.sum_univ_three] at h1
  rw [key]
  constructor
  · intro h
    have h0 : rSq * laplacian p = 0 := by
      linear_combination (norm := module) h
    exact (mul_eq_zero.mp h0).resolve_left r0
  · intro h
    rw [h, mul_zero, zero_sub, neg_smul]
```

## The d shell

The first table above is the content of `A_dOrb`: for each component $k$ and each function $j$, $A_kd_j=\sum_iM_k(i,j)\,d_i$. Linear independence of the $d_i$ is not needed for this statement, which exhibits one expansion.

There are fifteen cases. `MvPolynomial.funext` reduces an equality of real polynomials to equality of their values at an arbitrary point `v`. In each case `simp` differentiates and evaluates, and `grind` finishes the algebra with the two facts about $\sqrt3$ prepared at the start: its square is 3 and its inverse is $\sqrt3/3$.

```lean
/-- Each angular momentum operator sends a d function to the combination of d functions
whose coefficients stand in the corresponding column of its matrix. -/
theorem A_dOrb (k : Fin 3) (j : Fin 5) :
    A k (dOrb j) = ∑ i, M k i j • dOrb i := by
  have h3 : √3 ^ 2 = (3 : ℝ) := Real.sq_sqrt (by norm_num)
  have hinv : (√3)⁻¹ = √3 / 3 := by
    have : √3 ≠ 0 := by positivity
    field_simp
    linarith
  -- differentiate, then compare the values at an arbitrary point
  refine MvPolynomial.funext fun v => ?_
  fin_cases k <;> fin_cases j <;>
    simp [A, M, dOrb, rot_apply, Fin.sum_univ_succ, Derivation.leibniz,
      Derivation.leibniz_pow, pderiv_X, smul_eval] <;>
    grind
```

Antisymmetry is checked entry by entry. Together with the factor $-i\hbar$ it makes the matrices of $L_x$, $L_y$ and $L_z$ Hermitian and purely imaginary.

```lean
/-- The matrices of the three angular momentum operators are antisymmetric. -/
theorem M_antisymm (k : Fin 3) : (M k)ᵀ = -M k := by
  ext i j
  fin_cases k <;> fin_cases i <;> fin_cases j <;> simp [M]
```

The sum of the squares is compared with $-6$ times the identity in the same way, over all 25 entries.

```lean
/-- The squares of the three matrices add up to -6 times the identity. -/
theorem sum_M_sq : ∑ k, M k * M k = (-6 : ℝ) • (1 : Matrix (Fin 5) (Fin 5) ℝ) := by
  ext i j
  rw [Fin.sum_univ_three]
  fin_cases i <;> fin_cases j <;>
    simp [M] <;> norm_num
```

To pass from matrices back to functions, apply the expansion twice:

$$
A_k(A_kd_j)=\sum_iM_k(i,j)\,A_kd_i=\sum_l\Bigl(\sum_iM_k(l,i)M_k(i,j)\Bigr)d_l .
$$

Here $l$ labels a function, as in the code, and the bracket is the entry $(l,j)$ of $M_k^2$. The step `h` is this formula summed over $k$; its `Finset.sum_comm` calls interchange the order of summation. Inserting `sum_M_sq` leaves only the term $l=j$.

```lean
/-- On each of the five d functions, `A_x² + A_y² + A_z²` acts as multiplication by -6. -/
theorem sum_A_sq_dOrb (j : Fin 5) : ∑ k, A k (A k (dOrb j)) = (-6 : ℝ) • dOrb j := by
  -- composing the operators multiplies their matrices
  have h : ∑ k, A k (A k (dOrb j)) = ∑ l, (∑ k, M k * M k) l j • dOrb l := by
    simp only [A_dOrb, map_sum, Derivation.map_smul, Matrix.sum_apply, Matrix.mul_apply,
      Finset.sum_smul, Finset.smul_sum, smul_smul]
    symm
    rw [Finset.sum_comm]
    refine Finset.sum_congr rfl fun k _ => ?_
    rw [Finset.sum_comm]
    exact Finset.sum_congr rfl fun i _ => Finset.sum_congr rfl fun l _ => by
      rw [mul_comm]
  rw [h, sum_M_sq]
  simp [Matrix.smul_apply, Matrix.one_apply, ite_smul]
```

The final theorem takes any $p$ in the real span of the five functions. It states that each $A_kp$ lies in the span again, and that $\sum_kA_k^2p=-6p$. The proof is an induction over the span: both properties hold for the five functions and for zero, and they survive addition and multiplication by a real number.

```lean
/-- The span of the five d functions is preserved by each angular momentum operator, and
`A_x² + A_y² + A_z² = -6` on all of it. -/
theorem d_shell {p : Poly} (hp : p ∈ Submodule.span ℝ (Set.range dOrb)) :
    (∀ k, A k p ∈ Submodule.span ℝ (Set.range dOrb)) ∧
      ∑ k, A k (A k p) = (-6 : ℝ) • p := by
  induction hp using Submodule.span_induction with
  | mem x hx =>
    obtain ⟨j, rfl⟩ := hx
    refine ⟨fun k => ?_, sum_A_sq_dOrb j⟩
    rw [A_dOrb]
    exact Submodule.sum_mem _ fun i _ =>
      Submodule.smul_mem _ _ (Submodule.subset_span ⟨i, rfl⟩)
  | zero => simp
  | add x y _ _ ihx ihy =>
    refine ⟨fun k => ?_, ?_⟩
    · rw [map_add]
      exact Submodule.add_mem _ (ihx.1 k) (ihy.1 k)
    · simp only [map_add, Finset.sum_add_distrib, ihx.2, ihy.2, smul_add]
  | smul a x _ ih =>
    refine ⟨fun k => ?_, ?_⟩
    · rw [Derivation.map_smul]
      exact Submodule.smul_mem _ _ (ih.1 k)
    · simp only [Derivation.map_smul, ← Finset.smul_sum, ih.2]
      exact smul_comm _ _ _

end

end DShellSpinOrbit
```

```lean
#print axioms DShellSpinOrbit.sum_A_sq_eq_iff_harmonic
-- 'DShellSpinOrbit.sum_A_sq_eq_iff_harmonic' depends on axioms: [propext, Classical.choice, Quot.sound]
#print axioms DShellSpinOrbit.M_antisymm
-- 'DShellSpinOrbit.M_antisymm' depends on axioms: [propext, Classical.choice, Quot.sound]
#print axioms DShellSpinOrbit.sum_M_sq
-- 'DShellSpinOrbit.sum_M_sq' depends on axioms: [propext, Classical.choice, Quot.sound]
#print axioms DShellSpinOrbit.d_shell
-- 'DShellSpinOrbit.d_shell' depends on axioms: [propext, Classical.choice, Quot.sound]
```

The theorems concern polynomials and real matrices, while the spin, the radial integrals and the normalisation on the sphere belong to the physical reading given at the start. In a program that uses the normalised functions $Y_j$ in this order and with these signs, the orbital table for the d term is $-i\hbar M_k$, and it is combined with the spin matrices as $\sum_k(-i\hbar M_k)\otimes S_k$.
